# At finite scattering length, an attractive \(r^{-4}\) tail makes the zero-energy effective-range integral diverge

A slow charged particle polarises a neutral atom and feels, outside a core of radius \(R>0\), the attraction \(V(r)=-\hbar^2b^2/(2\mu r^4)\). Here \(\mu\) is the reduced mass, and the length \(b\neq0\) measures the atom's polarisability. The s-wave radial function \(u\), which is \(r\) times the wavefunction, obeys at zero energy

\[
u''(r)=-\frac{b^2}{r^4}\,u(r).
\]

We normalise \(u\) to unit slope at infinity, so that \(u-(r-a)\to0\) defines the scattering length \(a\). This assumes that the scattering length is finite; otherwise \(u\) levels off and has no such normalisation.

```lean
import Mathlib

open Filter Topology MeasureTheory

namespace PolarisationTail

noncomputable section
```

The core enters only through the real number \(a\). The exterior wave is

\[
u(r)=r\cos\frac br-\frac ab\,r\sin\frac br .
\]

```lean
/-- Solution of the zero-energy radial equation `u'' = -b² u / r⁴` with scattering length `a`, for
`b ≠ 0` and `r > 0`. -/
def tailWave (a b r : ℝ) : ℝ :=
  r * Real.cos (b / r) - a / b * (r * Real.sin (b / r))
```

Since \((b/r)'=-b/r^2\), its slope is

\[
u'=\cos\frac br+\frac br\sin\frac br-\frac ab\left(\sin\frac br-\frac br\cos\frac br\right).
\]

```lean
/-- The radial slope of `tailWave`, for `b ≠ 0` and `r > 0`. -/
def tailSlope (a b r : ℝ) : ℝ :=
  Real.cos (b / r) + b / r * Real.sin (b / r)
    - a / b * (Real.sin (b / r) - b / r * Real.cos (b / r))
```

The effective-range integral up to a cutoff \(L\) is

\[
I(L)=\int_R^L\left[(r-a)^2-u(r)^2\right]dr .
\]

For \(a\neq0\) the textbook effective range normalises the asymptote to \(1-r/a\) and doubles the integral, an overall factor of \(2/a^2\), and it starts at \(r=0\). The core then adds a finite amount independent of \(L\).

```lean
/-- The effective-range integral of a wave `u` against its asymptote `r - a`,
taken from the core radius `R` to the cutoff `L`. -/
def rangeIntegral (u : ℝ → ℝ) (a R L : ℝ) : ℝ :=
  ∫ r in R..L, ((r - a) ^ 2 - u r ^ 2)
```

An impenetrable core gives the wave \(r\sin(b/R-b/r)/\sin(b/R)\),

```lean
/-- The wave outside a hard wall at `R`, for `R > 0`, `r > 0` and `sin (b/R) ≠ 0`. -/
def hardWallWave (b R r : ℝ) : ℝ :=
  r * Real.sin (b / R - b / r) / Real.sin (b / R)
```

with scattering length \(a=b\cot(b/R)\).

```lean
/-- The scattering length `b cot (b/R)`, for `R > 0` and `sin (b/R) ≠ 0`. -/
def hardWallLength (b R : ℝ) : ℝ :=
  b * Real.cos (b / R) / Real.sin (b / R)
```

## The wave solves the radial equation

The product and chain rules give the slope above at every \(r\neq0\). `HasDerivAt f d r` says that \(f\) is differentiable at \(r\) with derivative \(d\).

```lean
/-- Away from the origin, `tailSlope` is the derivative of the wave. -/
theorem tailWave_hasDerivAt (a b : ℝ) {r : ℝ} (hr : r ≠ 0) :
    HasDerivAt (tailWave a b) (tailSlope a b r) r := by
  have hq : HasDerivAt (fun x : ℝ => b / x) (-b / r ^ 2) r :=
    ((hasDerivAt_const r b).fun_div (hasDerivAt_id' r) hr).congr_deriv (by simp)
  have hi : r * r⁻¹ = 1 := mul_inv_cancel₀ hr
  have h := ((hasDerivAt_id' r).fun_mul hq.cos).fun_sub
    (((hasDerivAt_id' r).fun_mul hq.sin).const_mul (a / b))
  refine h.congr_deriv ?_
  unfold tailSlope
  linear_combination
    (b * r⁻¹ * (Real.sin (b / r) + a / b * Real.cos (b / r))) * hi
```

Put \(q=b/r\). In the second derivative most terms cancel:

\[
(\cos q+q\sin q)'=qq'\cos q,\qquad(\sin q-q\cos q)'=qq'\sin q .
\]

With \(qq'=-b^2/r^3\) this gives \(u''=-(b^2/r^3)\left(\cos q-\tfrac ab\sin q\right)=-b^2u/r^4\). Lean differentiates `tailSlope`, then passes to `deriv (tailWave a b)`, which agrees with it near \(r\).

```lean
/-- Away from the origin the wave obeys the zero-energy radial equation
`u'' = -b² u / r⁴`. -/
theorem tailWave_radial_equation (a b : ℝ) {r : ℝ} (hr : r ≠ 0) :
    HasDerivAt (deriv (tailWave a b)) (-(b ^ 2 / r ^ 4) * tailWave a b r) r := by
  have hq : HasDerivAt (fun x : ℝ => b / x) (-b / r ^ 2) r :=
    ((hasDerivAt_const r b).fun_div (hasDerivAt_id' r) hr).congr_deriv (by simp)
  have hi : r * r⁻¹ = 1 := mul_inv_cancel₀ hr
  have h := (hq.cos.fun_add (hq.fun_mul hq.sin)).fun_sub
    ((hq.sin.fun_sub (hq.fun_mul hq.cos)).const_mul (a / b))
  have hs : HasDerivAt (tailSlope a b) (-(b ^ 2 / r ^ 4) * tailWave a b r) r := by
    refine h.congr_deriv ?_
    unfold tailWave
    linear_combination
      (b ^ 2 * r⁻¹ ^ 3 * (Real.cos (b / r) - a / b * Real.sin (b / r))) * hi
  refine hs.congr_of_eventuallyEq ?_
  filter_upwards [isOpen_ne.mem_nhds hr] with x hx
  exact (tailWave_hasDerivAt a b hx).deriv
```

## The asymptote is approached as \(b^2/(2r)\)

For \(|x|\le1\), \(|\sin x-x|\le|x|^3\). With \(x=c/r\), for any real \(c\) and \(r\geq|c|\), \(r>0\),

\[
\left|r\left(r\sin\frac cr-c\right)\right|=r^2\left|\sin\frac cr-\frac cr\right|\le\frac{|c|^3}{r}\to0 .
\]

In Lean, `atTop` stands for \(r\to\infty\) and `𝓝 0` for the limit 0. The cubic bound comes from Mathlib's `Real.sin_bound`, whose fifth-order remainder is absorbed into the cube.

```lean
/-- At large distance `r sin (c/r)` approaches `c` faster than `1/r`. -/
theorem sine_tail (c : ℝ) :
    Tendsto (fun r : ℝ => r * (r * Real.sin (c / r) - c)) atTop (𝓝 0) := by
  have hlim : Tendsto (fun r : ℝ => |c| ^ 3 / r) atTop (𝓝 0) :=
    tendsto_const_nhds.div_atTop tendsto_id
  refine squeeze_zero_norm' ?_ hlim
  filter_upwards [eventually_gt_atTop 0, eventually_ge_atTop |c|] with r hr hcr
  have hx : |c / r| ≤ 1 := by
    rw [abs_div, abs_of_pos hr]
    exact (div_le_one hr).mpr hcr
  -- the cubic bound on `sin x - x`
  have hb : |Real.sin (c / r) - c / r| ≤ |c / r| ^ 3 := by
    have h := abs_le.mp (Real.sin_bound hx)
    have h5 : |c / r| ^ 5 ≤ |c / r| ^ 3 :=
      pow_le_pow_of_le_one (abs_nonneg _) hx (by norm_num)
    have h3 := abs_le.mp (abs_pow (c / r) 3).le
    have h0 : 0 ≤ |c / r| ^ 3 := by positivity
    exact abs_le.mpr ⟨by linarith [h.1, h3.2], by linarith [h.2, h3.1]⟩
  have hc : r * (c / r) = c := mul_div_cancel₀ c hr.ne'
  have e : r * (r * Real.sin (c / r) - c) = r ^ 2 * (Real.sin (c / r) - c / r) := by
    linear_combination r * hc
  rw [Real.norm_eq_abs, e, abs_mul, abs_of_pos (pow_pos hr 2)]
  calc r ^ 2 * |Real.sin (c / r) - c / r| ≤ r ^ 2 * |c / r| ^ 3 :=
        mul_le_mul_of_nonneg_left hb (by positivity)
    _ = |c| ^ 3 / r := by
        rw [abs_div, abs_of_pos hr]
        field_simp
```

The half-angle formula \(1-\cos x=2\sin^2(x/2)\) now gives

\[
r\left[(r-a)-u\right]=2\left(r\sin\frac b{2r}\right)^2+\frac ab\,r\left(r\sin\frac br-b\right)\to2\left(\frac b2\right)^2=\frac{b^2}2 .
\]

```lean
/-- For `b ≠ 0` the wave lies below its asymptote `r - a` by `b²/(2r)` to leading order. -/
theorem tailWave_defect (a : ℝ) {b : ℝ} (hb : b ≠ 0) :
    Tendsto (fun r => r * ((r - a) - tailWave a b r)) atTop (𝓝 (b ^ 2 / 2)) := by
  have h1 : Tendsto (fun r : ℝ => r * Real.sin (b / 2 / r)) atTop (𝓝 (b / 2)) := by
    have h := (tendsto_inv_atTop_zero.mul (sine_tail (b / 2))).add_const (b / 2)
    rw [mul_zero, zero_add] at h
    refine h.congr' ?_
    filter_upwards [eventually_gt_atTop 0] with r hr
    rw [inv_mul_cancel_left₀ hr.ne', sub_add_cancel]
  have h := ((h1.pow 2).const_mul 2).add ((sine_tail b).const_mul (a / b))
  rw [show 2 * (b / 2) ^ 2 + a / b * 0 = b ^ 2 / 2 by ring] at h
  refine h.congr fun r => ?_
  -- half-angle formula for the cosine
  have hcos : Real.cos (b / r) = 1 - 2 * Real.sin (b / 2 / r) ^ 2 := by
    rw [show b / r = 2 * (b / 2 / r) by ring, Real.cos_two_mul, Real.cos_sq']
    ring
  have hab : a / b * b = a := div_mul_cancel₀ a hb
  unfold tailWave
  rw [hcos]
  linear_combination (-r) * hab
```

Dividing by \(r\) shows that \(u-(r-a)\to0\), so the parameter \(a\) is indeed the scattering length.

```lean
/-- For `b ≠ 0` the wave approaches the straight line `r - a`, so `a` is its
scattering length. -/
theorem tailWave_asymptote (a : ℝ) {b : ℝ} (hb : b ≠ 0) :
    Tendsto (fun r => tailWave a b r - (r - a)) atTop (𝓝 0) := by
  have h := (tendsto_inv_atTop_zero.mul (tailWave_defect a hb)).neg
  rw [zero_mul, neg_zero] at h
  refine h.congr' ?_
  filter_upwards [eventually_gt_atTop 0] with r hr
  rw [inv_mul_cancel_left₀ hr.ne', neg_sub]
```

## The integral grows as \(b^2L\)

Let \(f\) be continuous on \([R,\infty)\) with limit \(c\). Given \(\varepsilon>0\), choose \(M\ge R\) beyond which \(|f-c|<\varepsilon/2\), and split

\[
\int_R^Lf\,dr-cL=\left(\int_R^Mf\,dr-cM\right)+\int_M^L(f-c)\,dr .
\]

The bracket is fixed and the last term is at most \(\varepsilon(L-M)/2\) in size. After division by \(L\) the sum is below \(\varepsilon\) for all large \(L\).

```lean
/-- If a function continuous from `R > 0` outwards has a limit at infinity, its integral
from `R` to `L` divided by `L` has the same limit. -/
theorem running_mean {f : ℝ → ℝ} {R c : ℝ} (hR : 0 < R)
    (hf : ContinuousOn f (Set.Ici R)) (hlim : Tendsto f atTop (𝓝 c)) :
    Tendsto (fun L => 1 / L * ∫ r in R..L, f r) atTop (𝓝 c) := by
  rw [Metric.tendsto_atTop]
  intro ε hε
  obtain ⟨N, hN⟩ := Metric.tendsto_atTop.mp hlim (ε / 2) (half_pos hε)
  obtain ⟨M, hNM, hRM⟩ : ∃ M, N ≤ M ∧ R ≤ M := ⟨max N R, le_max_left _ _, le_max_right _ _⟩
  have hint : ∀ x y, R ≤ x → R ≤ y → IntervalIntegrable f volume x y := fun x y hx hy =>
    (hf.mono fun z hz => le_trans (le_min hx hy) hz.1).intervalIntegrable
  refine ⟨max M (2 * |(∫ r in R..M, f r) - c * M| / ε + 1), fun L hL => ?_⟩
  have hML : M ≤ L := le_trans (le_max_left _ _) hL
  have hL0 : 0 < L := by linarith
  have hK : 2 * |(∫ r in R..M, f r) - c * M| < L * ε := by
    rw [← div_lt_iff₀ hε]
    linarith [le_trans (le_max_right _ _) hL]
  -- beyond `M` the integrand stays within `ε/2` of its limit
  have hJ : ‖∫ r in M..L, (f r - c)‖ ≤ ε / 2 * |L - M| := by
    refine intervalIntegral.norm_integral_le_of_norm_le_const fun x hx => ?_
    rw [Set.uIoc_of_le hML] at hx
    have h := hN x (hNM.trans hx.1.le)
    rw [Real.dist_eq] at h
    exact h.le
  rw [intervalIntegral.integral_sub (hint M L hRM (hRM.trans hML))
    (continuous_const.intervalIntegrable _ _), intervalIntegral.integral_const, smul_eq_mul,
    Real.norm_eq_abs, abs_of_nonneg (sub_nonneg.mpr hML)] at hJ
  have hadd := intervalIntegral.integral_add_adjacent_intervals
    (hint R M le_rfl hRM) (hint M L hRM (hRM.trans hML))
  have hJ' := abs_le.mp hJ
  have hεM : 0 < ε * M := mul_pos hε (by linarith)
  have e : 1 / L * (∫ r in R..L, f r) - c = ((∫ r in R..L, f r) - c * L) / L := by
    field_simp
  rw [Real.dist_eq, e, abs_div, abs_of_pos hL0, div_lt_iff₀ hL0, ← hadd, abs_lt]
  have k1 := neg_abs_le ((∫ r in R..M, f r) - c * M)
  have k2 := le_abs_self ((∫ r in R..M, f r) - c * M)
  constructor
  · nlinarith [hJ'.1]
  · nlinarith [hJ'.2]
```

Write \(D=u-(r-a)\). The integrand is

\[
(r-a)^2-u^2=2r(-D)+2aD-D^2\to b^2 ,
\]

because \(-rD\to b^2/2\) and \(D\to0\). Its running mean \(I(L)/L\) therefore tends to \(b^2>0\), and \(I(L)=L\cdot I(L)/L\to+\infty\). This holds for every real \(a\), whatever core produced it.

```lean
/-- Outside any core radius `R > 0`, for `b ≠ 0` and every scattering length `a`, the
effective-range integral up to `L` grows like `b² L` and therefore diverges. -/
theorem effective_range_diverges (a : ℝ) {b R : ℝ} (hb : b ≠ 0) (hR : 0 < R) :
    Tendsto (fun L => 1 / L * rangeIntegral (tailWave a b) a R L) atTop (𝓝 (b ^ 2)) ∧
    Tendsto (rangeIntegral (tailWave a b) a R) atTop atTop := by
  have hu : ContinuousOn (tailWave a b) (Set.Ici R) := fun r hr =>
    (tailWave_hasDerivAt a b (lt_of_lt_of_le hR hr).ne').continuousAt.continuousWithinAt
  have hp : ContinuousOn (fun r : ℝ => (r - a) ^ 2) (Set.Ici R) := by fun_prop
  -- the integrand itself tends to `b²`
  have hlim : Tendsto (fun r => (r - a) ^ 2 - tailWave a b r ^ 2) atTop (𝓝 (b ^ 2)) := by
    have hD := tailWave_asymptote a hb
    have h := (((tailWave_defect a hb).const_mul 2).add (hD.const_mul (2 * a))).sub (hD.pow 2)
    rw [show 2 * (b ^ 2 / 2) + 2 * a * 0 - 0 ^ 2 = b ^ 2 by ring] at h
    exact h.congr fun r => by ring
  have hmean : Tendsto (fun L => 1 / L * rangeIntegral (tailWave a b) a R L) atTop
      (𝓝 (b ^ 2)) := running_mean hR (hp.sub (hu.pow 2)) hlim
  refine ⟨hmean, ?_⟩
  have hb2 : 0 < b ^ 2 := by positivity
  refine (Filter.Tendsto.atTop_mul_pos hb2 tendsto_id hmean).congr' ?_
  filter_upwards [eventually_gt_atTop 0] with L hL
  rw [id, one_div, mul_inv_cancel_left₀ hL.ne']
```

For the hard wall, the sine subtraction formula gives

\[
\frac{r\sin(b/R-b/r)}{\sin(b/R)}=r\cos\frac br-\cot\frac bR\;r\sin\frac br ,
\]

which is the general wave with \(a/b=\cot(b/R)\). Lean proves this equality of functions and carries the earlier results over; \(u(R)=0\) is immediate. If \(\sin(b/R)=0\) with \(b\neq0\), the wave vanishing at the wall is proportional to \(r\sin(b/r)\), which levels off at \(b\), and no finite scattering length exists. In this exceptional case the divergence is absent: with \(u=(r/b)\sin(b/r)\), which tends to 1, the difference \(1-u^2\) falls off as \(b^2/(3r^2)\) and its integral converges.

```lean
/-- Hard wall at `R > 0` with `b ≠ 0` and `sin (b/R) ≠ 0`: the wave vanishes at the wall,
solves the radial equation, has scattering length `b cot (b/R)`, and its effective-range
integral grows like `b² L` and diverges. -/
theorem hardWall_effective_range {b R : ℝ} (hb : b ≠ 0) (hR : 0 < R)
    (hs : Real.sin (b / R) ≠ 0) :
    hardWallWave b R R = 0 ∧
    (∀ r, 0 < r → HasDerivAt (deriv (hardWallWave b R))
      (-(b ^ 2 / r ^ 4) * hardWallWave b R r) r) ∧
    Tendsto (fun r => hardWallWave b R r - (r - hardWallLength b R)) atTop (𝓝 0) ∧
    Tendsto (fun L => 1 / L * rangeIntegral (hardWallWave b R) (hardWallLength b R) R L)
      atTop (𝓝 (b ^ 2)) ∧
    Tendsto (rangeIntegral (hardWallWave b R) (hardWallLength b R) R) atTop atTop := by
  have h0 : hardWallWave b R R = 0 := by simp [hardWallWave]
  -- the hard-wall wave is the tail wave with `a = b cot (b/R)`
  have hu : hardWallWave b R = tailWave (hardWallLength b R) b := by
    funext r
    have h1 : hardWallLength b R / b = Real.cos (b / R) / Real.sin (b / R) := by
      unfold hardWallLength
      rw [mul_div_assoc, mul_div_cancel_left₀ _ hb]
    have h2 : Real.sin (b / R) / Real.sin (b / R) = 1 := div_self hs
    unfold hardWallWave tailWave
    rw [h1, Real.sin_sub]
    linear_combination (r * Real.cos (b / r)) * h2
  refine ⟨h0, ?_⟩
  rw [hu]
  exact ⟨fun r hr => tailWave_radial_equation _ b hr.ne', tailWave_asymptote _ hb,
    effective_range_diverges _ hb hR⟩

end

end PolarisationTail
```

For low-energy electron–atom scattering, modelled here by a single channel with an exact \(r^{-4}\) tail beyond \(R\), a pseudopotential fit should not take a finite effective range for granted. Scattering theory has to supply the link between \(I(L)\) and the low-energy behaviour of \(k\cot\delta\), where \(k\) is the wavenumber and \(\delta\) the phase shift, since only zero-energy waves are treated.

```lean
#print axioms PolarisationTail.effective_range_diverges
#print axioms PolarisationTail.hardWall_effective_range
```

```
'PolarisationTail.effective_range_diverges' depends on axioms: [propext, Classical.choice, Quot.sound]
'PolarisationTail.hardWall_effective_range' depends on axioms: [propext, Classical.choice, Quot.sound]
```
